# Nucleation-Limited Crystallisation with a Constant-Parameter Barrier and Arrhenius Mobility Is Fastest at Exactly One Temperature

## A zero slope may mark the wrong temperature

Suppose a search for the temperature of fastest crystallisation stops where the slope of the rate vanishes. If the rate had several peaks, this could be a lesser one, and a quench planned around it could pass through a faster one unnoticed. For the rate below there is only one peak, and its position is bracketed in advance.

## Barrier against mobility

Suppose that nucleation sets the pace of crystallisation. Below the melting point Tm, take the rate at temperature T, with its constant prefactor set to 1, as

r(T) = exp(−B/(T(Tm − T)²) − Q/T),  0 < T < Tm.

The first term in the exponent is minus the classical nucleation barrier divided by k_B T, for a driving force proportional to Tm − T. The constant B > 0 collects the interfacial energy, the heat of fusion and a factor Tm² from the driving force. The second term gives the Arrhenius mobility factor exp(−Q/T), where Q > 0 is the activation energy divided by k_B. Near Tm the barrier stops nucleation; as T falls to zero, the barrier factor and the mobility factor both vanish.

## The slope and its single zero

The denominator g(T) = T(Tm − T)² has derivative

g′(T) = (Tm − T)² − 2T(Tm − T) = (Tm − T)(Tm − 3T).

Since (−B/g)′ = Bg′/g² and (−Q/T)′ = Q/T²,

r′(T) = r(T) · N(T)/(T²(Tm − T)³),
N(T) = Q(Tm − T)³ − B(3T − Tm).

The denominator is positive, so N fixes the sign of the slope. It decreases strictly, because

N′(T) = −3Q(Tm − T)² − 3B < 0,

and it changes sign:

N(Tm/3) = 8Q Tm³/27 > 0,  N(Tm) = −2B Tm < 0.

So N has one root T₀, with Tm/3 < T₀ < Tm. The rate rises strictly before T₀ and falls strictly after it, which makes T₀ the only maximiser: the nose. It satisfies

B(3T₀ − Tm) = Q(Tm − T₀)³, or Q/B = (3T₀ − Tm)/(Tm − T₀)³.

On (Tm/3, Tm) the last numerator and denominator are both positive, the numerator increases and the denominator decreases, so a larger Q/B means a higher nose.

## An example with Tm = 3

In reduced units let Tm = 3, B = 1 and Q = 3. At T = 2 both sides of the balance equal 3, so the nose is at 2, where the exponent is −1/2 − 3/2 = −2. At T = 1.5 it is about −2.30, and at T = 2.5 it is −2.8. Moving the nose to 2.5 takes Q/B = 4.5/0.125 = 36.

## Bisection on the balance

For this model with constant B and Q, the nose can be found by bisecting N between Tm/3 and Tm. If N is positive at the midpoint, the midpoint becomes the new lower end; if negative, the new upper end; if zero, the midpoint is the nose. No exponentials are evaluated, so underflow of the rate near Tm does no harm.

## What the Lean statements say

All quantities are real numbers. `crystRate` is r and `noseBalance` is N. `IsNose B Q Tm T` says that T lies in the open interval `Ioo 0 Tm` and that no temperature there has a greater rate.

- `existsUnique_nose` states that there is exactly one nose, and that being the nose is equivalent to the balance equation together with the bounds.
- `nose_lt_iff` compares two materials with the same Tm: their noses are ordered as their ratios Q/B.
- `nose_attained` gives, for each temperature between Tm/3 and Tm, a positive Q that puts the nose there, so no tighter bounds hold for every Q > 0.
- `transformTime_c_shape` concerns the time c/r(T) for a fixed amount c > 0 at constant temperature. It falls strictly up to the nose and then rises strictly, giving the C-shaped time-temperature-transformation curve.

The model leaves out temperature-dependent B or Q, non-Arrhenius viscosity, a separate growth law and impingement of crystals.

```lean
import Mathlib

open Set

namespace CrystallisationNose

noncomputable section

/-- Crystallisation rate at temperature `T`, for `0 < T < Tm`: a nucleation barrier of strength
`B` that diverges at the melting point `Tm`, and an activated mobility with parameter `Q`. -/
def crystRate (B Q Tm T : ℝ) : ℝ :=
  Real.exp (-B / (T * (Tm - T) ^ 2) - Q / T)

/-- The balance `Q (Tm - T)³ - B (3T - Tm)` between the mobility parameter `Q` and the barrier
strength `B`. -/
def noseBalance (B Q Tm T : ℝ) : ℝ :=
  Q * (Tm - T) ^ 3 - B * (3 * T - Tm)

/-- `T` is a temperature between zero and the melting point at which the crystallisation rate
is greatest. -/
def IsNose (B Q Tm T : ℝ) : Prop :=
  T ∈ Ioo 0 Tm ∧ ∀ S ∈ Ioo 0 Tm, crystRate B Q Tm S ≤ crystRate B Q Tm T

/-- Time needed to crystallise a fixed amount `c` at constant temperature `T`, for
`0 < T < Tm`. -/
def transformTime (c B Q Tm T : ℝ) : ℝ :=
  c / crystRate B Q Tm T

/-- The slope of the crystallisation rate with temperature is the rate times the balance
divided by `T² (Tm - T)³`. -/
theorem hasDerivAt_crystRate {B Q Tm T : ℝ} (h0 : T ≠ 0) (h1 : T ≠ Tm) :
    HasDerivAt (crystRate B Q Tm)
      (crystRate B Q Tm T * (noseBalance B Q Tm T / (T ^ 2 * (Tm - T) ^ 3))) T := by
  have hs : Tm - T ≠ 0 := sub_ne_zero.mpr (Ne.symm h1)
  have hg : HasDerivAt (fun x : ℝ => x * (Tm - x) ^ 2) ((Tm - T) * (Tm - 3 * T)) T := by
    have e : (fun x : ℝ => x * (Tm - x) ^ 2) = fun x => x * ((Tm - x) * (Tm - x)) := by
      funext x
      ring
    have hd := (hasDerivAt_id' T).const_sub Tm
    rw [e]
    exact ((hasDerivAt_id' T).fun_mul (hd.fun_mul hd)).congr_deriv (by ring)
  have hne : T * (Tm - T) ^ 2 ≠ 0 := mul_ne_zero h0 (pow_ne_zero 2 hs)
  have hf := (((hasDerivAt_const T (-B)).fun_div hg hne).fun_sub
    ((hasDerivAt_const T Q).fun_div (hasDerivAt_id' T) h0)).exp
  refine hf.congr_deriv ?_
  simp only [crystRate, noseBalance]
  congr 1
  field_simp
  ring

/-- The balance decreases strictly with temperature. -/
theorem noseBalance_strictAnti {B Q : ℝ} (hB : 0 < B) (hQ : 0 < Q) (Tm : ℝ) :
    StrictAnti (noseBalance B Q Tm) := by
  intro S T hST
  have h : 0 ≤ (T - S) * ((Tm - T) ^ 2 + (Tm - T) * (Tm - S) + (Tm - S) ^ 2) :=
    mul_nonneg (by linarith) (by
      nlinarith [sq_nonneg ((Tm - T) + (Tm - S)), sq_nonneg (Tm - T), sq_nonneg (Tm - S)])
  unfold noseBalance
  nlinarith [mul_nonneg hQ.le h, mul_pos hB (sub_pos.2 hST)]

/-- The rate rises strictly up to a temperature where the balance vanishes, and falls strictly
from there to the melting point. -/
theorem crystRate_rise_fall {B Q Tm T₀ : ℝ} (hB : 0 < B) (hQ : 0 < Q)
    (hT : T₀ ∈ Ioo 0 Tm) (hbal : noseBalance B Q Tm T₀ = 0) :
    StrictMonoOn (crystRate B Q Tm) (Ioc 0 T₀) ∧
      StrictAntiOn (crystRate B Q Tm) (Ico T₀ Tm) := by
  obtain ⟨h0, h1⟩ := hT
  have hd : ∀ x, 0 < x → x < Tm → HasDerivAt (crystRate B Q Tm)
      (crystRate B Q Tm x * (noseBalance B Q Tm x / (x ^ 2 * (Tm - x) ^ 3))) x :=
    fun x hx hx' => hasDerivAt_crystRate hx.ne' hx'.ne
  have hden : ∀ x, 0 < x → x < Tm → 0 < x ^ 2 * (Tm - x) ^ 3 :=
    fun x hx hx' => mul_pos (pow_pos hx 2) (pow_pos (sub_pos.2 hx') 3)
  constructor
  · -- below the root the balance is positive
    refine strictMonoOn_of_deriv_pos (convex_Ioc 0 T₀)
      (fun x hx => (hd x hx.1 (hx.2.trans_lt h1)).continuousAt.continuousWithinAt) ?_
    intro x hx
    rw [interior_Ioc] at hx
    have hb := noseBalance_strictAnti hB hQ Tm hx.2
    rw [hbal] at hb
    rw [(hd x hx.1 (hx.2.trans h1)).deriv]
    exact mul_pos (Real.exp_pos _) (div_pos hb (hden x hx.1 (hx.2.trans h1)))
  · -- above the root the balance is negative
    refine strictAntiOn_of_deriv_neg (convex_Ico T₀ Tm)
      (fun x hx => (hd x (h0.trans_le hx.1) hx.2).continuousAt.continuousWithinAt) ?_
    intro x hx
    rw [interior_Ico] at hx
    have hb := noseBalance_strictAnti hB hQ Tm hx.1
    rw [hbal] at hb
    rw [(hd x (h0.trans hx.1) hx.2).deriv]
    exact mul_neg_of_pos_of_neg (Real.exp_pos _)
      (div_neg_of_neg_of_pos hb (hden x (h0.trans hx.1) hx.2))

/-- The crystallisation rate has exactly one temperature of greatest rate, and it is the
temperature between `Tm / 3` and `Tm` that solves `B (3T - Tm) = Q (Tm - T)³`. -/
theorem existsUnique_nose {B Q Tm : ℝ} (hB : 0 < B) (hQ : 0 < Q) (hTm : 0 < Tm) :
    (∃! T, IsNose B Q Tm T) ∧
      ∀ T, IsNose B Q Tm T ↔
        Tm / 3 < T ∧ T < Tm ∧ B * (3 * T - Tm) = Q * (Tm - T) ^ 3 := by
  -- the balance changes sign between Tm / 3 and Tm
  have hc : ContinuousOn (noseBalance B Q Tm) (Icc (Tm / 3) Tm) := by
    unfold noseBalance
    fun_prop
  have hlo : 0 < noseBalance B Q Tm (Tm / 3) := by
    have h : 0 < Q * (Tm - Tm / 3) ^ 3 := mul_pos hQ (pow_pos (by linarith) 3)
    unfold noseBalance
    linarith [show B * (3 * (Tm / 3) - Tm) = 0 by ring]
  have hhi : noseBalance B Q Tm Tm < 0 := by
    unfold noseBalance
    nlinarith [mul_pos hB hTm]
  obtain ⟨T₀, hT₀, hbal⟩ := intermediate_value_Ioo' (by linarith) hc ⟨hhi, hlo⟩
  have hmem : T₀ ∈ Ioo 0 Tm := ⟨by linarith [hT₀.1], hT₀.2⟩
  obtain ⟨hup, hdown⟩ := crystRate_rise_fall hB hQ hmem hbal
  have hlt : ∀ T ∈ Ioo 0 Tm, T ≠ T₀ → crystRate B Q Tm T < crystRate B Q Tm T₀ := by
    intro T hT hne
    rcases lt_or_gt_of_ne hne with h | h
    · exact hup ⟨hT.1, h.le⟩ ⟨hmem.1, le_rfl⟩ h
    · exact hdown ⟨le_rfl, hmem.2⟩ ⟨h.le, hT.2⟩ h
  have hnose : IsNose B Q Tm T₀ := by
    refine ⟨hmem, fun S hS => ?_⟩
    by_cases h : S = T₀
    · rw [h]
    · exact (hlt S hS h).le
  have huniq : ∀ T, IsNose B Q Tm T → T = T₀ := by
    intro T hT
    by_contra hne
    exact absurd (hT.2 T₀ hmem) (not_le_of_gt (hlt T hT.1 hne))
  refine ⟨⟨T₀, hnose, huniq⟩, fun T => ⟨fun hT => ?_, fun hT => ?_⟩⟩
  · rw [huniq T hT]
    unfold noseBalance at hbal
    exact ⟨hT₀.1, hT₀.2, by linarith⟩
  · have hz : noseBalance B Q Tm T = noseBalance B Q Tm T₀ := by
      rw [hbal]
      unfold noseBalance
      linarith [hT.2.2]
    rw [(noseBalance_strictAnti hB hQ Tm).injective hz]
    exact hnose

/-- For two materials with the same melting point, the nose lies at the higher temperature
exactly for the one with the larger ratio `Q / B`. -/
theorem nose_lt_iff {B₁ Q₁ B₂ Q₂ Tm T₁ T₂ : ℝ} (hB₁ : 0 < B₁) (hQ₁ : 0 < Q₁)
    (hB₂ : 0 < B₂) (hQ₂ : 0 < Q₂) (h₁ : IsNose B₁ Q₁ Tm T₁) (h₂ : IsNose B₂ Q₂ Tm T₂) :
    T₁ < T₂ ↔ Q₁ / B₁ < Q₂ / B₂ := by
  have hTm : 0 < Tm := h₁.1.1.trans h₁.1.2
  obtain ⟨a₁, b₁, e₁⟩ := ((existsUnique_nose hB₁ hQ₁ hTm).2 T₁).1 h₁
  obtain ⟨a₂, b₂, e₂⟩ := ((existsUnique_nose hB₂ hQ₂ hTm).2 T₂).1 h₂
  -- the ratio Q / B as a function of the nose temperature
  have hmono : StrictMonoOn (fun T : ℝ => (3 * T - Tm) / (Tm - T) ^ 3) (Ioo (Tm / 3) Tm) := by
    intro S hS T hT hST
    have hS' : 0 < Tm - S := sub_pos.2 hS.2
    have hT' : 0 < Tm - T := sub_pos.2 hT.2
    change (3 * S - Tm) / (Tm - S) ^ 3 < (3 * T - Tm) / (Tm - T) ^ 3
    rw [div_lt_div_iff₀ (pow_pos hS' 3) (pow_pos hT' 3)]
    exact mul_lt_mul'' (by linarith)
      (pow_lt_pow_left₀ (by linarith) hT'.le (by norm_num))
      (by linarith [hS.1]) (pow_pos hT' 3).le
  have r₁ : Q₁ / B₁ = (3 * T₁ - Tm) / (Tm - T₁) ^ 3 := by
    rw [div_eq_div_iff hB₁.ne' (pow_pos (sub_pos.2 b₁) 3).ne']
    linarith
  have r₂ : Q₂ / B₂ = (3 * T₂ - Tm) / (Tm - T₂) ^ 3 := by
    rw [div_eq_div_iff hB₂.ne' (pow_pos (sub_pos.2 b₂) 3).ne']
    linarith
  rw [r₁, r₂]
  exact (hmono.lt_iff_lt ⟨a₁, b₁⟩ ⟨a₂, b₂⟩).symm

/-- Every temperature between `Tm / 3` and `Tm` is the nose for a suitable positive mobility
parameter, given here explicitly. -/
theorem nose_attained {B Tm T : ℝ} (hB : 0 < B) (h₁ : Tm / 3 < T) (h₂ : T < Tm) :
    0 < B * (3 * T - Tm) / (Tm - T) ^ 3 ∧
      IsNose B (B * (3 * T - Tm) / (Tm - T) ^ 3) Tm T := by
  have hp : 0 < (Tm - T) ^ 3 := pow_pos (sub_pos.2 h₂) 3
  have hQ : 0 < B * (3 * T - Tm) / (Tm - T) ^ 3 :=
    div_pos (mul_pos hB (by linarith)) hp
  exact ⟨hQ, ((existsUnique_nose hB hQ (by linarith)).2 T).2
    ⟨h₁, h₂, (div_mul_cancel₀ _ hp.ne').symm⟩⟩

/-- The time-temperature-transformation curve is C-shaped: the transformation time falls
strictly with temperature up to the nose and rises strictly from there to the melting point. -/
theorem transformTime_c_shape {c B Q Tm T₀ : ℝ} (hc : 0 < c) (hB : 0 < B) (hQ : 0 < Q)
    (h : IsNose B Q Tm T₀) :
    StrictAntiOn (transformTime c B Q Tm) (Ioc 0 T₀) ∧
      StrictMonoOn (transformTime c B Q Tm) (Ico T₀ Tm) := by
  obtain ⟨-, -, e⟩ := ((existsUnique_nose hB hQ (h.1.1.trans h.1.2)).2 T₀).1 h
  have hbal : noseBalance B Q Tm T₀ = 0 := by
    unfold noseBalance
    linarith
  obtain ⟨hup, hdown⟩ := crystRate_rise_fall hB hQ h.1 hbal
  exact ⟨fun S hS T hT hST =>
      div_lt_div_of_pos_left hc (Real.exp_pos _) (hup hS hT hST),
    fun S hS T hT hST =>
      div_lt_div_of_pos_left hc (Real.exp_pos _) (hdown hS hT hST)⟩

end

end CrystallisationNose
```

```lean
#print axioms CrystallisationNose.existsUnique_nose
#print axioms CrystallisationNose.nose_lt_iff
#print axioms CrystallisationNose.nose_attained
#print axioms CrystallisationNose.transformTime_c_shape
```

```
'CrystallisationNose.existsUnique_nose' depends on axioms: [propext, Classical.choice, Quot.sound]
'CrystallisationNose.nose_lt_iff' depends on axioms: [propext, Classical.choice, Quot.sound]
'CrystallisationNose.nose_attained' depends on axioms: [propext, Classical.choice, Quot.sound]
'CrystallisationNose.transformTime_c_shape' depends on axioms: [propext, Classical.choice, Quot.sound]
```

## How the proof follows the derivation

`hasDerivAt_crystRate` computes g′ in `hg`, applies the quotient and exponential rules, and matches the result to the stated form with `field_simp` and `ring`.

`noseBalance_strictAnti` uses a difference instead of N′. For S < T, with a = Tm − T and b = Tm − S,

N(S) − N(T) = (T − S)[Q(a² + ab + b²) + 3B] > 0.

`crystRate_rise_fall` turns the sign of N into strict monotonicity on each side of a root.

In `existsUnique_nose`, the intermediate value theorem supplies T₀, and `hlt` shows that every other temperature has a strictly smaller rate. Conversely, a solution of the balance equation must be T₀, because a strictly decreasing function is injective.

`nose_lt_iff` proves by cross-multiplication that the formula for Q/B is increasing. `nose_attained` substitutes the explicit Q into the balance equation. `transformTime_c_shape` divides c by the rate, which reverses both monotonicities.
